# Positive dipole coupling in a two-isotope oscillator layer moves intensity from the lower band to the upper

## Why do the band areas miscount the isotopes?

If I read the composition of a mixed-isotope adsorbate layer off the areas of its two infrared bands, I get it wrong as soon as the molecules stand upright side by side and feel each other's dipole fields. The low-frequency band comes out too weak, and I would conclude that the heavier isotope is scarcer than it is.

The model I have in mind has bare response v(x) = A₁/(x₁−x) + A₂/(x₂−x) at squared frequency x, and coupled response v/(1+uv), with A₁, A₂, u > 0 and x₁ < x₂. I believe that there are exactly two coupled modes, interlaced with the bare ones, and that the lower one gives intensity to the upper one while the total stays fixed. Can this be derived rigorously, with a proof that Lean has checked?

## The coupled layer is again a pair of oscillators

Yes. Let p be the average dipole per molecule that an external field E induces in the layer. Each molecule feels E reduced by a field proportional to p, so

p = v(E − up), hence p = v/(1+uv) · E.

The constant u stands for the lattice sum of dipole fields. It is positive when parallel dipoles oppose one another, as they do when they stand upright side by side on a surface. The strength Aᵢ is the fraction of the molecules that are isotope i, times the strength of a single such molecule.

Put both fractions of v over a common denominator:

v = N(x)/D(x), with D(x) = (x₁−x)(x₂−x) and N(x) = A₁(x₂−x) + A₂(x₁−x).

Then 1+uv = P(x)/D(x) and v/(1+uv) = N(x)/P(x), where

P(x) = D(x) + uN(x) = (x₁+uA₁−x)(x₂+uA₂−x) − u²A₁A₂.

This is the secular polynomial of two levels, each shifted by its own uAᵢ and mixed by u√(A₁A₂). Its roots are

r₁ = (S − s)/2 and r₂ = (S + s)/2,

with S = x₁+x₂+u(A₁+A₂) and s² = (x₂−x₁+u(A₂−A₁))² + 4u²A₁A₂. Hence P(x) = (r₁−x)(r₂−x) and r₁+r₂ = S.

**Interlacing.** At the bare frequencies,

P(x₁) = uA₁(x₂−x₁) > 0 and P(x₂) = −uA₂(x₂−x₁) < 0.

An upward parabola is negative only between its roots, so r₁ < x₂ < r₂. The point x₁ lies outside the roots and below r₂, so x₁ < r₁. Since neither root is a bare pole, 1+uv vanishes at r₁ and r₂ and nowhere else.

**Intensities.** Partial fractions require N(x) = B₁(r₂−x) + B₂(r₁−x). Setting x = r₁ and then x = r₂ gives

B₁ = [A₁(x₂−r₁) + A₂(x₁−r₁)]/(r₂−r₁),

B₂ = [A₁(r₂−x₂) + A₂(r₂−x₁)]/(r₂−r₁).

Comparing the coefficients of x gives B₁+B₂ = A₁+A₂.

**Borrowing.** Because x₁ < r₁ and x₂ < r₂,

B₁(r₂−r₁) = A₁(x₂−r₁) − A₂(r₁−x₁) < A₁(x₂−r₁) < A₁(r₂−r₁),

so B₁ < A₁, and conservation of the total gives B₂ > A₂. The lower band does not vanish, because P(r₁) = 0 means

uB₁(r₂−r₁) = uN(r₁) = (r₁−x₁)(x₂−r₁) > 0.

**First moment.** The constant terms of N give B₁r₂+B₂r₁ = A₁x₂+A₂x₁. Subtracting this from (B₁+B₂)(r₁+r₂) = (A₁+A₂)S leaves

B₁r₁+B₂r₂ = A₁x₁+A₂x₂+u(A₁+A₂)².

**A ceiling on the lower band.** Write a = r₁−x₁, b = r₂−x₂ and c = x₂−r₁, all positive. Then u(A₁+A₂) = a+b, x₂−x₁ = a+c and r₂−r₁ = b+c. The borrowing estimate says B₁(b+c) < A₁c, and

(a+c)(b+c) − c(a+b) = ab + c² > 0.

Together these give

B₁/A₁ < (x₂−x₁)/(u(A₁+A₂)).

This improves on B₁ < A₁ once the total coupling shift u(A₁+A₂) exceeds the isotopic splitting.

## Intensities 2 and 1 become 1/3 and 8/3

Take A₁ = 2, A₂ = 1, x₁ = 1, x₂ = 3 and u = 1, in arbitrary units. The squared frequencies are measured from an arbitrary origin, since the intensities depend only on their differences. Then S = 7 and s² = (2−1)² + 8 = 9, so r₁ = 2 and r₂ = 5, and indeed 1 < 2 < 3 < 5. The intensities are

B₁ = (2·1 − 1·1)/3 = 1/3,

B₂ = (2·2 + 1·4)/3 = 8/3.

The total is still 3, but the lower band, which would hold two thirds of it without coupling, now holds one ninth. The first moment is 2/3 + 40/3 = 14, which equals 2 + 3 + 9. The ceiling also holds: B₁/A₁ = 1/6 is below 2/3.

## The Lean file

```lean
import Mathlib

namespace IsotopicDipoleLayer

noncomputable section

/-- A layer of two isotopic species with squared frequencies `x₁ < x₂`, positive oscillator
strengths `A₁`, `A₂` and a positive dipole coupling `u`. -/
structure Layer where
  A₁ : ℝ
  A₂ : ℝ
  x₁ : ℝ
  x₂ : ℝ
  u : ℝ
  A₁_pos : 0 < A₁
  A₂_pos : 0 < A₂
  u_pos : 0 < u
  x_lt : x₁ < x₂

/-- The response of the uncoupled oscillators at squared frequency `x`. -/
def bare (L : Layer) (x : ℝ) : ℝ := L.A₁ / (L.x₁ - x) + L.A₂ / (L.x₂ - x)

/-- The response of the dipole-coupled layer at squared frequency `x`. -/
def response (L : Layer) (x : ℝ) : ℝ := bare L x / (1 + L.u * bare L x)

/-- The splitting of the two squared frequencies of the coupled layer. -/
def splitting (L : Layer) : ℝ :=
  √((L.x₂ - L.x₁ + L.u * (L.A₂ - L.A₁)) ^ 2 + 4 * L.u ^ 2 * L.A₁ * L.A₂)

/-- The squared frequency of the lower coupled mode. -/
def lower (L : Layer) : ℝ :=
  (L.x₁ + L.x₂ + L.u * (L.A₁ + L.A₂) - splitting L) / 2

/-- The squared frequency of the upper coupled mode. -/
def upper (L : Layer) : ℝ :=
  (L.x₁ + L.x₂ + L.u * (L.A₁ + L.A₂) + splitting L) / 2

/-- The intensity of the lower coupled mode. -/
def lowerIntensity (L : Layer) : ℝ :=
  (L.A₁ * (L.x₂ - lower L) + L.A₂ * (L.x₁ - lower L)) / (upper L - lower L)

/-- The intensity of the upper coupled mode. -/
def upperIntensity (L : Layer) : ℝ :=
  (L.A₁ * (upper L - L.x₂) + L.A₂ * (upper L - L.x₁)) / (upper L - lower L)

/-- The secular polynomial of the layer factors over the two coupled modes. -/
theorem secular_factor (L : Layer) (x : ℝ) :
    (L.x₁ - x) * (L.x₂ - x) + L.u * (L.A₁ * (L.x₂ - x) + L.A₂ * (L.x₁ - x))
      = (lower L - x) * (upper L - x) := by
  have hA := L.A₁_pos
  have hB := L.A₂_pos
  have h : splitting L ^ 2 =
      (L.x₂ - L.x₁ + L.u * (L.A₂ - L.A₁)) ^ 2 + 4 * L.u ^ 2 * L.A₁ * L.A₂ :=
    Real.sq_sqrt (by positivity)
  simp only [lower, upper]
  linear_combination h / 4

/-- The coupled modes interlace with the bare ones: each bare squared frequency lies below
its coupled partner, and the lower coupled mode lies below the upper bare one. -/
theorem interlacing (L : Layer) :
    L.x₁ < lower L ∧ lower L < L.x₂ ∧ L.x₂ < upper L := by
  have hx := sub_pos.2 L.x_lt
  -- signs of the secular polynomial at the two bare frequencies
  have h1 : 0 < (lower L - L.x₁) * (upper L - L.x₁) := by
    rw [← secular_factor]
    have := mul_pos L.u_pos (mul_pos L.A₁_pos hx)
    linarith
  have h2 : (lower L - L.x₂) * (upper L - L.x₂) < 0 := by
    rw [← secular_factor]
    have := mul_pos L.u_pos (mul_pos L.A₂_pos hx)
    linarith
  have hr : lower L ≤ upper L := by
    have : 0 ≤ splitting L := Real.sqrt_nonneg _
    unfold lower upper
    linarith
  have h3 : lower L < L.x₂ := by
    by_contra h
    have h' := not_lt.1 h
    have := mul_nonneg (sub_nonneg.2 h') (sub_nonneg.2 (h'.trans hr))
    linarith
  have h4 : L.x₂ < upper L := by
    by_contra h
    have := mul_nonneg (sub_nonneg.2 h3.le) (sub_nonneg.2 (not_lt.1 h))
    linarith
  refine ⟨?_, h3, h4⟩
  by_contra h
  have := mul_nonneg (sub_nonneg.2 (not_lt.1 h)) (sub_nonneg.2 (L.x_lt.trans h4).le)
  linarith

/-- Away from the bare poles, the screening factor `1 + u v` is the ratio of the coupled
to the bare secular products. -/
theorem screening_eq (L : Layer) {x : ℝ} (h1 : x ≠ L.x₁) (h2 : x ≠ L.x₂) :
    1 + L.u * bare L x
      = (lower L - x) * (upper L - x) / ((L.x₁ - x) * (L.x₂ - x)) := by
  have a1 := sub_ne_zero.2 h1.symm
  have a2 := sub_ne_zero.2 h2.symm
  have hD := mul_ne_zero a1 a2
  rw [← secular_factor, bare, div_add_div _ _ a1 a2, eq_div_iff hD]
  have hc := div_mul_cancel₀ (L.A₁ * (L.x₂ - x) + (L.x₁ - x) * L.A₂) hD
  linear_combination L.u * hc

/-- Each intensity times the mode separation equals the numerator of the quotient defining it. -/
theorem intensity_mul (L : Layer) :
    lowerIntensity L * (upper L - lower L)
      = L.A₁ * (L.x₂ - lower L) + L.A₂ * (L.x₁ - lower L) ∧
    upperIntensity L * (upper L - lower L)
      = L.A₁ * (upper L - L.x₂) + L.A₂ * (upper L - L.x₁) := by
  obtain ⟨_, h3, h4⟩ := interlacing L
  have hd : upper L - lower L ≠ 0 := (sub_pos.2 (h3.trans h4)).ne'
  exact ⟨div_mul_cancel₀ _ hd, div_mul_cancel₀ _ hd⟩

/-- Away from the bare and coupled poles, the layer responds as two independent
oscillators at the coupled modes. -/
theorem response_eq (L : Layer) {x : ℝ} (h1 : x ≠ L.x₁) (h2 : x ≠ L.x₂)
    (h3 : x ≠ lower L) (h4 : x ≠ upper L) :
    response L x = lowerIntensity L / (lower L - x) + upperIntensity L / (upper L - x) := by
  have a1 := sub_ne_zero.2 h1.symm
  have a2 := sub_ne_zero.2 h2.symm
  have a3 := sub_ne_zero.2 h3.symm
  have a4 := sub_ne_zero.2 h4.symm
  obtain ⟨_, h5, h6⟩ := interlacing L
  have hd : upper L - lower L ≠ 0 := (sub_pos.2 (h5.trans h6)).ne'
  obtain ⟨b1, b2⟩ := intensity_mul L
  -- the two numerators are the same linear function of x
  have hN : L.A₁ * (L.x₂ - x) + (L.x₁ - x) * L.A₂
      = lowerIntensity L * (upper L - x) + (lower L - x) * upperIntensity L := by
    apply mul_right_cancel₀ hd
    linear_combination -(upper L - x) * b1 - (lower L - x) * b2
  rw [response, screening_eq L h1 h2, bare, div_add_div _ _ a1 a2,
    div_add_div _ _ a3 a4, hN]
  field_simp

/-- Intensity borrowing: the coupled layer has exactly two resonances, interlaced with the
bare ones; the lower one loses intensity to the upper one and the total is conserved. -/
theorem intensity_borrowing (L : Layer) :
    (L.x₁ < lower L ∧ lower L < L.x₂ ∧ L.x₂ < upper L) ∧
    (∀ x, x ≠ L.x₁ → x ≠ L.x₂ →
      (1 + L.u * bare L x = 0 ↔ x = lower L ∨ x = upper L)) ∧
    lower L + upper L = L.x₁ + L.x₂ + L.u * (L.A₁ + L.A₂) ∧
    (∀ x, x ≠ L.x₁ → x ≠ L.x₂ → x ≠ lower L → x ≠ upper L →
      response L x
        = lowerIntensity L / (lower L - x) + upperIntensity L / (upper L - x)) ∧
    0 < lowerIntensity L ∧ lowerIntensity L < L.A₁ ∧ L.A₂ < upperIntensity L ∧
    lowerIntensity L + upperIntensity L = L.A₁ + L.A₂ := by
  obtain ⟨h1, h2, h3⟩ := interlacing L
  have hd := sub_pos.2 (h2.trans h3)
  obtain ⟨b1, b2⟩ := intensity_mul L
  have hsum : lowerIntensity L + upperIntensity L = L.A₁ + L.A₂ := by
    apply mul_right_cancel₀ hd.ne'
    linear_combination b1 + b2
  have hlt : lowerIntensity L < L.A₁ := by
    apply lt_of_mul_lt_mul_right _ hd.le
    rw [b1]
    have := mul_pos L.A₁_pos (sub_pos.2 h3)
    have := mul_pos L.A₂_pos (sub_pos.2 h1)
    linarith
  -- the secular equation at the lower mode shows that its intensity is positive
  have hpos : 0 < lowerIntensity L := by
    have hs := secular_factor L (lower L)
    rw [← b1] at hs
    have hp := mul_pos (sub_pos.2 h1) (sub_pos.2 h2)
    have hq : 0 < L.u * (upper L - lower L) * lowerIntensity L := by linarith
    exact (mul_pos_iff_of_pos_left (mul_pos L.u_pos hd)).1 hq
  refine ⟨⟨h1, h2, h3⟩, ?_, by unfold lower upper; ring,
    fun x => response_eq L, hpos, hlt, by linarith, hsum⟩
  intro x hx1 hx2
  have hD := mul_ne_zero (sub_ne_zero.2 hx1.symm) (sub_ne_zero.2 hx2.symm)
  rw [screening_eq L hx1 hx2, div_eq_iff hD, zero_mul, mul_eq_zero, sub_eq_zero,
    sub_eq_zero, eq_comm, @eq_comm _ (upper L)]

/-- The intensity-weighted sum of squared frequencies is raised by the coupling times the
square of the total intensity. -/
theorem first_moment (L : Layer) :
    lowerIntensity L * lower L + upperIntensity L * upper L
      = L.A₁ * L.x₁ + L.A₂ * L.x₂ + L.u * (L.A₁ + L.A₂) ^ 2 := by
  obtain ⟨_, h2, h3⟩ := interlacing L
  obtain ⟨b1, b2⟩ := intensity_mul L
  have hs : lower L + upper L = L.x₁ + L.x₂ + L.u * (L.A₁ + L.A₂) := by
    unfold lower upper; ring
  apply mul_right_cancel₀ (sub_pos.2 (h2.trans h3)).ne'
  linear_combination lower L * b1 + upper L * b2
    + (upper L - lower L) * (L.A₁ + L.A₂) * hs

/-- The fraction of its bare intensity kept by the lower mode is less than the isotopic
splitting divided by the total coupling shift. -/
theorem lower_intensity_bound (L : Layer) :
    lowerIntensity L / L.A₁ < (L.x₂ - L.x₁) / (L.u * (L.A₁ + L.A₂)) := by
  obtain ⟨h1, h2, h3⟩ := interlacing L
  have hd := sub_pos.2 (h2.trans h3)
  have hS : 0 < L.u * (L.A₁ + L.A₂) := mul_pos L.u_pos (add_pos L.A₁_pos L.A₂_pos)
  have hs : L.u * (L.A₁ + L.A₂) = (lower L - L.x₁) + (upper L - L.x₂) := by
    unfold lower upper; ring
  rw [div_lt_div_iff₀ L.A₁_pos hS]
  apply lt_of_mul_lt_mul_right _ hd.le
  have e1 : lowerIntensity L * (upper L - lower L) < L.A₁ * (L.x₂ - lower L) := by
    rw [(intensity_mul L).1]
    have := mul_pos L.A₂_pos (sub_pos.2 h1)
    linarith
  have e2 : (L.x₂ - lower L) * (L.u * (L.A₁ + L.A₂))
      ≤ (L.x₂ - L.x₁) * (upper L - lower L) := by
    rw [hs]
    have := mul_pos (sub_pos.2 h1) (sub_pos.2 h3)
    have := mul_pos (sub_pos.2 h2) (sub_pos.2 h2)
    linarith
  have e3 := mul_lt_mul_of_pos_right e1 hS
  have e4 := mul_le_mul_of_nonneg_left e2 L.A₁_pos.le
  linarith

end

end IsotopicDipoleLayer
```

```lean
#print axioms IsotopicDipoleLayer.intensity_borrowing
-- 'IsotopicDipoleLayer.intensity_borrowing' depends on axioms: [propext, Classical.choice, Quot.sound]
#print axioms IsotopicDipoleLayer.first_moment
-- 'IsotopicDipoleLayer.first_moment' depends on axioms: [propext, Classical.choice, Quot.sound]
#print axioms IsotopicDipoleLayer.lower_intensity_bound
-- 'IsotopicDipoleLayer.lower_intensity_bound' depends on axioms: [propext, Classical.choice, Quot.sound]
```

## What `intensity_borrowing` says about a layer

A `Layer` bundles the five real parameters with the hypotheses A₁ > 0, A₂ > 0, u > 0 and x₁ < x₂. Every theorem holds for every such layer. The squared frequencies themselves need not be positive, since the algebra never uses it.

The functions `bare` and `response` are v and v/(1+uv). The modes r₁ and r₂ are `lower` and `upper`, given by the explicit root formulas with s = `splitting`. The intensities B₁ and B₂ are `lowerIntensity` and `upperIntensity`, given by the explicit quotients derived above.

In words, `intensity_borrowing` states that:

- x₁ < r₁ < x₂ < r₂;
- for every x other than x₁ and x₂, 1+uv(x) = 0 exactly when x = r₁ or x = r₂;
- r₁+r₂ = x₁+x₂+u(A₁+A₂);
- away from the bare and coupled poles, the response is B₁/(r₁−x) + B₂/(r₂−x);
- 0 < B₁ < A₁, A₂ < B₂, and B₁+B₂ = A₁+A₂.

The exclusion of x₂ in the second item matters. Lean sets division by zero to 0, and in the numerical layer above this would make 1+uv vanish at x = 3, where there is no resonance.

The theorems `first_moment` and `lower_intensity_bound` state the sum rule and the ceiling.

The form v/(1+uv) is the definition of the response and is not derived from a lattice of dipoles. It assumes that both isotopes feel the same average field, so local disorder and islands of one isotope are absent. There is no damping and no electronic polarizability, and u does not depend on frequency. Within this undamped mean-field model, the sum rules and the ceiling can serve as checks on a simulated two-band spectrum.

## How the proof follows the algebra

`secular_factor` proves P(x) = (r₁−x)(r₂−x). `interlacing` evaluates P at x₁ and x₂ through this factorization and obtains the two signs. It then rules out each wrong ordering by contradiction: if r₁ were at least x₂, for instance, both factors of P(x₂) would be nonnegative, and their product could not be negative.

`screening_eq` is the identity 1+uv = P/D. `intensity_mul` clears the denominator r₂−r₁, which is nonzero by interlacing, from the formulas for B₁ and B₂. In `response_eq`, the step `hN` is the partial-fraction identity for N(x), proved after multiplying both sides by r₂−r₁. Substituting it into the quotient leaves a cancellation for `field_simp`.

`intensity_borrowing` assembles these results. Its `hsum` adds the two cleared intensity formulas, `hlt` is the estimate B₁ < A₁ multiplied through by r₂−r₁, and `hpos` evaluates the secular polynomial at r₁. The resonance condition follows because a quotient with nonzero denominator vanishes exactly when its numerator does, and here the numerator is a product of two factors.

`first_moment` combines the cleared intensity formulas with the sum of the roots. In `lower_intensity_bound`, `e1` is the estimate B₁(r₂−r₁) < A₁(x₂−r₁), and `e2` is the comparison of c(a+b) with (a+c)(b+c).

## `linear_combination` and the square root

The proof turns on the last line of `secular_factor`, `linear_combination h / 4`. The roots contain a square root, which ring arithmetic treats as an unknown symbol. The one fact this step uses about it is `h`, which says that s² equals the expression under the root. `Real.sq_sqrt` supplies this once that expression is known to be nonnegative, and it is, being a square plus a positive term.

Given a goal "left = right" and an equation h, `linear_combination c * h` subtracts c times h from the goal and asks `ring` to confirm that what remains is an identity. Here the product of the factors is

(r₁−x)(r₂−x) = ((S−2x)² − s²)/4.

The square root therefore enters only as s²/4, and a quarter of `h` replaces it by the explicit discriminant. What remains is a polynomial identity in A₁, A₂, x₁, x₂, u and x. The coefficient 1/4 is supplied by hand. The later proofs work from the factorization and the sum of the roots. The only other fact they use about the square root is that it is nonnegative, from which `interlacing` gets r₁ ≤ r₂.
